# In a finite ±1 alloy model with free composition, the correlation of a nonempty cluster A starts from zero at β = 0 with slope −J_A

To check a Monte Carlo code for a binary cluster expansion, one can run it at a few small values of β = 1/(k_B T), measure the average of a cluster function, divide by β, and compare the trend with minus the coupling that was put in. The comparison is valid when the energy is a sum over individual clusters, each contributing a temperature-independent coupling times the product of its ±1 spins, and when every site of the finite cell may change species independently, so that the composition is not held fixed. Under those conditions the term of first order in β in the correlation of a nonempty cluster contains only that cluster's own coupling, however many other interactions the Hamiltonian contains.

## Sites, spins and the Hamiltonian

The sites form a finite set ι with N elements. It has no geometry: distances, neighbour shells and lattice symmetry play no part in the argument.

```lean
import Mathlib

open Filter Topology

namespace ClusterHighTemperature

noncomputable section

variable {ι : Type*} [Fintype ι] [DecidableEq ι]
```

Each site i carries one of two species, recorded as a Boolean value and read as a spin s_i:

s_i = +1 or s_i = −1

```lean
/-- The spin value of a site: `+1` for one species, `-1` for the other. -/
def spin (b : Bool) : ℝ := if b then 1 else -1
```

A cluster S is any set of sites, and a configuration σ assigns a species to every site. The cluster function is the product of the spins on S:

Φ_S(σ) = ∏_{i∈S} s_i

For the empty cluster the product is 1.

```lean
/-- The cluster function `Φ_S`: the product of the spins on the sites of `S`. -/
def cluster (S : Finset ι) (σ : ι → Bool) : ℝ := ∏ i ∈ S, spin (σ i)
```

The energy is a sum over all 2^N clusters, with an arbitrary real coupling J_S for each:

H(σ) = Σ_S J_S Φ_S(σ)

Every set of sites appears once, so J_S belongs to one particular cluster and not to a symmetry orbit. If periodic images in a small cell make two interactions act on the same set of sites, J_S is their sum. The coupling of the empty cluster shifts the energy by a constant, and single-site couplings act as fields or chemical-potential differences. Since `J` depends only on the cluster, temperature-dependent effective interactions are not covered.

```lean
/-- The cluster-expansion Hamiltonian `H = ∑_S J_S Φ_S`, summed over all clusters. -/
def energy (J : Finset ι → ℝ) (σ : ι → Bool) : ℝ := ∑ S, J S * cluster S σ
```

## The Boltzmann average

The partition function sums the Boltzmann weights of all 2^N configurations:

Z(β) = Σ_σ exp(−β H(σ))

```lean
/-- The partition function at inverse temperature `β`. -/
def partitionFn (J : Finset ι → ℝ) (β : ℝ) : ℝ :=
  ∑ σ : ι → Bool, Real.exp (-β * energy J σ)
```

The average of an observable f is

⟨f⟩ = (1/Z(β)) Σ_σ f(σ) exp(−β H(σ))

In `thermalAvg J β f` the couplings, the inverse temperature and the observable are explicit arguments. The unrestricted sum over σ is what makes the composition free. At β = 0 it weights both species equally, so a canonical ensemble at fixed composition is a different problem, as is a limit in which β times the chemical potential stays finite.

```lean
/-- The Boltzmann average of an observable `f` at inverse temperature `β`. -/
def thermalAvg (J : Finset ι → ℝ) (β : ℝ) (f : (ι → Bool) → ℝ) : ℝ :=
  (∑ σ, f σ * Real.exp (-β * energy J σ)) / partitionFn J β
```

## Multiplying two cluster functions

It helps to write Φ_S as a product over all sites, with a factor s_i for each site in S and a factor 1 elsewhere. Two cluster functions can then be multiplied site by site.

```lean
/-- A cluster function is a product over all sites, with factor one outside the cluster. -/
lemma cluster_eq_prod_univ (S : Finset ι) (σ : ι → Bool) :
    cluster S σ = ∏ i, if i ∈ S then spin (σ i) else 1 := by
  simp [cluster, Finset.prod_ite_mem]
```

In the product Φ_A Φ_B, a site in neither cluster contributes 1, a site in exactly one contributes s_i, and a site in both contributes s_i² = 1. Only the sites in exactly one cluster remain. With C = A ∆ B, the symmetric difference,

Φ_A Φ_B = Φ_C

The proof establishes s² = 1 as `hs` and then goes through the four membership cases with `by_cases`.

```lean
/-- The product of two cluster functions is the cluster function of the sites that
belong to exactly one of the two clusters. -/
theorem cluster_mul (A B : Finset ι) (σ : ι → Bool) :
    cluster A σ * cluster B σ = cluster (symmDiff A B) σ := by
  have hs : ∀ b, spin b * spin b = 1 := by
    intro b
    cases b <;> norm_num [spin]
  simp only [cluster_eq_prod_univ]
  rw [← Finset.prod_mul_distrib]
  refine Finset.prod_congr rfl fun i _ => ?_
  -- a site shared by both clusters contributes the square of its spin
  by_cases hA : i ∈ A <;> by_cases hB : i ∈ B <;>
    simp [Finset.mem_symmDiff, hA, hB, hs]
```

## Orthogonality of the cluster functions

The sum of Φ_A over all configurations factorises, because each spin is summed independently:

Σ_σ Φ_A(σ) = ∏_i (sum over the two states of site i)

A site in A gives (+1) + (−1) = 0, and a site outside A gives 1 + 1 = 2. If A contains at least one site, the product has a zero factor and vanishes. In the code, `Finset.prod_univ_sum` supplies the factorisation and `Finset.prod_eq_zero` uses the site that lies in A.

```lean
/-- The function of a nonempty cluster sums to zero over all spin configurations. -/
theorem sum_cluster_eq_zero {A : Finset ι} (hA : A.Nonempty) :
    ∑ σ : ι → Bool, cluster A σ = 0 := by
  -- the sum over configurations factorises over the sites
  have h : ∏ i, ∑ b : Bool, (if i ∈ A then spin b else 1) =
      ∑ σ : ι → Bool, ∏ i, (if i ∈ A then spin (σ i) else 1) := by
    rw [Finset.prod_univ_sum, Fintype.piFinset_univ]
  simp only [cluster_eq_prod_univ]
  rw [← h]
  obtain ⟨i, hi⟩ := hA
  exact Finset.prod_eq_zero (Finset.mem_univ i) (by simp [hi, spin])
```

Together with the product rule this gives orthogonality. If A ≠ B, then A ∆ B is nonempty and the sum of Φ_A Φ_B vanishes. If A = B, the product is 1 in each of the 2^N configurations:

Σ_σ Φ_A Φ_B = 2^N if A = B, and 0 otherwise

The functions are not normalised here; dividing the sum by 2^N, which turns it into a mean over configurations, gives each of them norm 1.

```lean
/-- Cluster functions are orthogonal under the sum over configurations, and each has
squared norm `2 ^ N` for `N` sites. -/
theorem cluster_orthogonality (A B : Finset ι) :
    ∑ σ : ι → Bool, cluster A σ * cluster B σ =
      if A = B then (2 : ℝ) ^ Fintype.card ι else 0 := by
  simp only [cluster_mul]
  split_ifs with h
  · subst h
    simp [cluster]
  · exact sum_cluster_eq_zero
      (Finset.nonempty_iff_ne_empty.2 fun h0 => h (symmDiff_eq_bot.1 h0))
```

Orthogonality picks one coupling out of the energy. Exchanging the two finite sums,

Σ_σ Φ_A H = Σ_S J_S Σ_σ Φ_A Φ_S = J_A 2^N

The exchange is `Finset.sum_comm`, and `cluster_orthogonality` then removes every term except S = A.

```lean
/-- Summing `Φ_A H` over all configurations of `N` sites gives `J_A 2 ^ N`. -/
theorem sum_cluster_mul_energy (J : Finset ι → ℝ) (A : Finset ι) :
    ∑ σ, cluster A σ * energy J σ = J A * 2 ^ Fintype.card ι := by
  simp only [energy, Finset.mul_sum]
  rw [Finset.sum_comm]
  calc _ = ∑ S, J S * ∑ σ : ι → Bool, cluster A σ * cluster S σ := by
        refine Finset.sum_congr rfl fun S _ => ?_
        rw [Finset.mul_sum]
        exact Finset.sum_congr rfl fun σ _ => by ring
    _ = _ := by
        simp only [cluster_orthogonality, mul_ite, mul_zero, Finset.sum_ite_eq,
          Finset.mem_univ, if_true]
```

## Averages at infinite temperature

At β = 0 every Boltzmann weight is 1 and Z(0) = 2^N, so the average is the plain mean:

⟨f⟩ at β = 0 equals (1/2^N) Σ_σ f(σ)

```lean
/-- At `β = 0` the Boltzmann average is the plain mean over all configurations. -/
lemma thermalAvg_zero (J : Finset ι → ℝ) (f : (ι → Bool) → ℝ) :
    thermalAvg J 0 f = (∑ σ, f σ) / 2 ^ Fintype.card ι := by
  simp [thermalAvg, partitionFn]
```

## The temperature derivative of any average

Write ⟨f⟩ = F/Z, where F(β) = Σ_σ f exp(−βH). Both sums are finite and can be differentiated term by term:

F′ = −Σ_σ f H exp(−βH)

Z′ = −Σ_σ H exp(−βH)

The quotient rule then gives

d⟨f⟩/dβ = (F′Z − FZ′)/Z² = −(⟨fH⟩ − ⟨f⟩⟨H⟩)

The derivative is minus the covariance of the observable with the energy. This holds at every real β and for every real function f of the configuration.

In the proof, `hw` differentiates a single Boltzmann factor, `hN` and `hZ` differentiate the numerator and the partition function, and `hne` records that Z is nonzero because it is a sum of positive terms. The identity `key` is the final rearrangement of the quotient. The statement uses `HasDerivAt`, which says that the function is differentiable at the point and that its derivative is the given number.

```lean
/-- At every `β`, the derivative of the average of an observable with respect to `β` is
minus its covariance with the energy. -/
theorem hasDerivAt_thermalAvg (J : Finset ι → ℝ) (f : (ι → Bool) → ℝ) (β : ℝ) :
    HasDerivAt (fun b => thermalAvg J b f)
      (-(thermalAvg J β (fun σ => f σ * energy J σ)
        - thermalAvg J β f * thermalAvg J β (energy J))) β := by
  have hw : ∀ E : ℝ, HasDerivAt (fun b : ℝ => Real.exp (-b * E))
      (-(E * Real.exp (-β * E))) β := by
    intro E
    have h : HasDerivAt (fun b : ℝ => -b * E) (-E) β :=
      ((hasDerivAt_neg' β).mul_const E).congr_deriv (by ring)
    exact h.exp.congr_deriv (by ring)
  -- differentiate the numerator and the partition function term by term
  have hN : HasDerivAt (fun b : ℝ => ∑ σ, f σ * Real.exp (-b * energy J σ))
      (-∑ σ, f σ * energy J σ * Real.exp (-β * energy J σ)) β := by
    refine (HasDerivAt.fun_sum fun σ _ => (hw (energy J σ)).const_mul (f σ)).congr_deriv ?_
    rw [← Finset.sum_neg_distrib]
    exact Finset.sum_congr rfl fun σ _ => by ring
  have hZ : HasDerivAt (fun b : ℝ => ∑ σ : ι → Bool, Real.exp (-b * energy J σ))
      (-∑ σ, energy J σ * Real.exp (-β * energy J σ)) β := by
    refine (HasDerivAt.fun_sum fun σ _ => hw (energy J σ)).congr_deriv ?_
    rw [← Finset.sum_neg_distrib]
  have hne : ∑ σ : ι → Bool, Real.exp (-β * energy J σ) ≠ 0 :=
    (Finset.sum_pos (fun σ _ => Real.exp_pos _) Finset.univ_nonempty).ne'
  have key : ∀ P Q N Z : ℝ, Z ≠ 0 →
      (-P * Z - N * -Q) / Z ^ 2 = -(P / Z - N / Z * (Q / Z)) := by
    intro P Q N Z h
    field_simp
    ring
  exact (hN.fun_div hZ hne).congr_deriv (key _ _ _ _ hne)
```

## The slope at β = 0

Now take f = Φ_A with A nonempty. At β = 0 its average is a mean of Φ_A over all configurations, which vanishes. The product ⟨Φ_A⟩⟨H⟩ in the covariance therefore drops out, and what remains is

d⟨Φ_A⟩/dβ at β = 0 equals −⟨Φ_A H⟩ = −(J_A 2^N)/2^N = −J_A

For a pair of sites, a positive coupling thus makes the correlation negative at small positive β, which means a preference for unlike species; a negative coupling favours like species.

The theorem states the value and the slope together. Nonemptiness is needed because the average of the empty cluster function is 1 at every temperature. The last rewriting steps follow the calculation above: `h0` removes the product of averages, `thermalAvg_zero` turns the remaining average into a plain mean, and `sum_cluster_mul_energy` evaluates it.

```lean
/-- Leading high-temperature order relation: for a nonempty cluster `A`, the average of
`Φ_A` vanishes at `β = 0` and has derivative `-J_A` in `β` there. -/
theorem high_temperature_order (J : Finset ι → ℝ) {A : Finset ι} (hA : A.Nonempty) :
    thermalAvg J 0 (cluster A) = 0 ∧
      HasDerivAt (fun β => thermalAvg J β (cluster A)) (-J A) 0 := by
  have h0 : thermalAvg J 0 (cluster A) = 0 := by
    rw [thermalAvg_zero, sum_cluster_eq_zero hA, zero_div]
  have h2 : (2 : ℝ) ^ Fintype.card ι ≠ 0 := by positivity
  refine ⟨h0, (hasDerivAt_thermalAvg J (cluster A) 0).congr_deriv ?_⟩
  -- only the covariance with the term `J_A Φ_A` of the energy survives
  rw [h0, zero_mul, sub_zero, thermalAvg_zero, sum_cluster_mul_energy,
    mul_div_cancel_right₀ _ h2]
```

## Correlation divided by β

Since the average vanishes at β = 0, the ratio used in the Monte Carlo check is a difference quotient:

⟨Φ_A⟩/β = (⟨Φ_A⟩ − 0)/(β − 0) → −J_A as β decreases to 0

In Lean, `𝓝[>] 0` denotes the approach to zero through positive values. The proof restricts the two-sided limit of the slope to that side. The theorem gives the limit without an error bound, so it does not say how small β must be for a chosen tolerance, and it makes no claim of uniformity as the number of sites grows.

```lean
/-- For a nonempty cluster `A`, the ratio of the average of `Φ_A` to `β` tends to `-J_A`
as `β` decreases to zero. -/
theorem tendsto_order_div_beta (J : Finset ι → ℝ) {A : Finset ι} (hA : A.Nonempty) :
    Tendsto (fun β => thermalAvg J β (cluster A) / β) (𝓝[>] 0) (𝓝 (-J A)) := by
  obtain ⟨h0, hd⟩ := high_temperature_order J hA
  have hs := (hasDerivAt_iff_tendsto_slope.1 hd).mono_left
    (nhdsWithin_mono (0 : ℝ) fun x (hx : 0 < x) => hx.ne')
  refine hs.congr fun β => ?_
  rw [slope_def_field, h0, sub_zero, sub_zero]
```

## Recovering a coupling from high-temperature correlations

Suppose two Hamiltonians on the same sites, with couplings J and K, give equal averages of Φ_A for all sufficiently small β > 0. Dividing by β produces the same function near zero, with limit −J_A by the first Hamiltonian and −K_A by the second. A limit is unique, so

J_A = K_A

The hypothesis, written with `∀ᶠ`, asks for exact equality on some interval 0 < β < ε. Agreement at a single temperature, or agreement within statistical error, does not satisfy it. Only the correlation of A itself enters, and the remaining couplings of the two Hamiltonians may differ in any way that respects this equality.

```lean
/-- Inverse problem: if two Hamiltonians give the same average of `Φ_A`, for a nonempty
cluster `A`, at all sufficiently small `β > 0`, then their couplings on `A` are equal. -/
theorem coupling_eq_of_order_eq (J K : Finset ι → ℝ) {A : Finset ι} (hA : A.Nonempty)
    (h : ∀ᶠ β in 𝓝[>] (0 : ℝ), thermalAvg J β (cluster A) = thermalAvg K β (cluster A)) :
    J A = K A := by
  have hJ : Tendsto (fun β => thermalAvg K β (cluster A) / β) (𝓝[>] 0) (𝓝 (-J A)) :=
    (tendsto_order_div_beta J hA).congr' (h.mono fun β hβ => by simp only [hβ])
  exact neg_injective (tendsto_nhds_unique hJ (tendsto_order_div_beta K hA))

end

end ClusterHighTemperature
```

```lean
#print axioms ClusterHighTemperature.sum_cluster_eq_zero
#print axioms ClusterHighTemperature.coupling_eq_of_order_eq
```

```
'ClusterHighTemperature.sum_cluster_eq_zero' depends on axioms: [propext, Classical.choice, Quot.sound]
'ClusterHighTemperature.coupling_eq_of_order_eq' depends on axioms: [propext, Classical.choice, Quot.sound]
```
